# With an invertible inducing block, the Nyström approximation is exact if and only if the rank of the kernel matrix equals the number of inducing environments

A Gaussian-process interatomic potential compares local atomic environments through a kernel. A training set with many environments gives a large kernel matrix $K$, whose entry $K_{ij}$ is the similarity of environments $i$ and $j$, and a direct factorisation of it has a cost that grows with the cube of its size. One sparse method, the Nyström approximation, selects a smaller set of inducing environments and replaces $K$ by a matrix built from similarities to those alone. In general the replacement loses information. The question here is when it loses none.

Let $n$ be the index set of all environments, $m$ that of the inducing ones, and $|m|$ the number of elements of $m$. A further index set $p$ labels features, the components of a descriptor vector. In the code these are types, finite unless a statement says otherwise.

```lean
import Mathlib

open Matrix

namespace SparseGPNystrom

noncomputable section

variable {n m p : Type*} [Fintype n] [Fintype m] [DecidableEq m] [Fintype p]
```

## The approximation and the linear kernel

A map $f : m \to n$ says which environments are inducing. It determines three blocks of $K$:

$$(K_{nm})_{ia} = K_{i,f(a)},\qquad (K_{mm})_{ab} = K_{f(a),f(b)},\qquad (K_{mn})_{aj} = K_{f(a),j}.$$

The Nyström approximation is $K_{nm}K_{mm}^{-1}K_{mn}$. In Lean the blocks are `K.submatrix id f`, `K.submatrix f f` and `K.submatrix f id`, where `id` keeps every index.

```lean
/-- The Nyström approximation `K_nm K_mm⁻¹ K_mn` of a kernel matrix `K`, where `f` lists the
inducing environments. -/
def nystrom {n m : Type*} [Fintype m] [DecidableEq m]
    (K : Matrix n n ℝ) (f : m → n) : Matrix n n ℝ :=
  K.submatrix id f * (K.submatrix f f)⁻¹ * K.submatrix f id
```

The theorems below assume that $K_{mm}$ is invertible, written as `IsUnit (K.submatrix f f).det`, which over the reals means a nonzero determinant. Physically, no inducing environment is redundant as seen by the kernel. In particular, none is listed twice, since that would repeat a row. A small diagonal term added to $K_{mm}$ for numerical stability would change the formula, and that variant is not treated.

If environment $i$ has feature vector $\Phi_i$, the $i$-th row of a matrix $\Phi$, the linear kernel is $K_{ij} = \sum_k \Phi_{ik}\Phi_{jk}$, that is, $K = \Phi\Phi^{\mathsf T}$.

```lean
/-- The linear kernel matrix `Φ Φᵀ` of environments whose feature vectors are the rows of `Φ`. -/
def featureKernel {n p : Type*} [Fintype p] (Φ : Matrix n p ℝ) : Matrix n n ℝ :=
  Φ * Φᵀ
```

## An invertible block bounds the rank from below

Let $A$ be a real matrix, possibly rectangular, and let $r$ and $c$ select $|m|$ rows and $|m|$ columns. Selection is multiplication by matrices of zeros and ones, so the selected block is $A_{rc} = S_r A S_c$. A product has rank no larger than any of its factors. If the block is invertible, its rank is $|m|$, and therefore

$$|m| = \operatorname{rank}(S_r A S_c) \le \operatorname{rank} A .$$

In the proof, `hsel` is the factorisation, `hrank` is the rank of the invertible block, and the last line applies the product bound twice.

```lean
/-- A real matrix with an invertible square block indexed by `m` has rank at least the number of
elements of `m`. -/
theorem card_le_rank_of_block (A : Matrix n p ℝ) (r : m → n) (c : m → p)
    (h : IsUnit (A.submatrix r c).det) : Fintype.card m ≤ A.rank := by
  classical
  -- selecting rows and columns is multiplication by selection matrices
  have hsel : A.submatrix r c =
      (1 : Matrix n n ℝ).submatrix r id * A * (1 : Matrix p p ℝ).submatrix id c := by
    ext i j
    simp [Matrix.mul_apply, Matrix.one_apply]
  have hrank : (A.submatrix r c).rank = Fintype.card m :=
    Matrix.rank_of_isUnit _ ((Matrix.isUnit_iff_isUnit_det _).2 h)
  rw [← hrank, hsel]
  exact (Matrix.rank_mul_le_left _ _).trans (Matrix.rank_mul_le_right _ _)
```

## At rank $|m|$ the inducing columns span all columns

Suppose $\operatorname{rank} K = |m|$. The columns of $K_{nm}$ are columns of $K$, so the column space of $K_{nm}$ lies inside that of $K$. The matrix $K_{nm}$ contains the invertible block $K_{mm}$, so by the previous bound its rank is at least $|m| = \operatorname{rank} K$. A subspace whose dimension is at least that of the space containing it is the whole space, so the two column spaces coincide. Each column $j$ of $K$ is then a combination of inducing columns, and collecting the coefficients in an $m \times n$ matrix $C$ gives

$$K = K_{nm}\,C .$$

The code follows this order: `hle` is the inclusion, `hrank` the comparison of ranks, `heq` the equality of column spaces. The coefficients are chosen column by column.

```lean
/-- If the inducing block is invertible and the rank of `K` equals the number of inducing
environments, every column of `K` is a linear combination of the inducing columns. -/
theorem exists_factor_of_rank (K : Matrix n n ℝ) (f : m → n)
    (h : IsUnit (K.submatrix f f).det) (hK : K.rank = Fintype.card m) :
    ∃ C : Matrix m n ℝ, K = K.submatrix id f * C := by
  classical
  have hS : K.submatrix id f = K * (1 : Matrix n n ℝ).submatrix id f := by
    ext i j
    simp [Matrix.mul_apply, Matrix.one_apply]
  have hle : LinearMap.range (K.submatrix id f).mulVecLin ≤ LinearMap.range K.mulVecLin := by
    rintro _ ⟨v, rfl⟩
    refine ⟨(1 : Matrix n n ℝ).submatrix id f *ᵥ v, ?_⟩
    simp only [Matrix.mulVecLin_apply]
    rw [Matrix.mulVec_mulVec, hS]
  have hrank : K.rank ≤ (K.submatrix id f).rank := by
    rw [hK]
    exact card_le_rank_of_block (K.submatrix id f) f id h
  -- equal dimensions: the inducing columns span the whole column space
  have heq := Submodule.eq_of_le_of_finrank_le hle hrank
  have hcol : ∀ j, ∃ v : m → ℝ, K.submatrix id f *ᵥ v = fun i => K i j := by
    intro j
    have hj : (fun i => K i j) ∈ LinearMap.range K.mulVecLin :=
      ⟨Pi.single j 1, by ext i; simp⟩
    rw [← heq] at hj
    obtain ⟨v, hv⟩ := hj
    exact ⟨v, hv⟩
  choose c hc using hcol
  refine ⟨Matrix.of fun a j => c j a, ?_⟩
  ext i j
  exact (congrFun (hc j) i).symm
```

## The coefficients are forced to be the Nyström ones

Now take any factorisation $K = K_{nm}C$ and read it only on the inducing rows. This gives $K_{mn} = K_{mm}C$, so $C = K_{mm}^{-1}K_{mn}$, and

$$K_{nm}K_{mm}^{-1}K_{mn} = K_{nm}K_{mm}^{-1}K_{mm}C = K_{nm}C = K .$$

The restriction to inducing rows is `hr`, and the cancellation of the block against its inverse is `hcancel`. The set of environments may be infinite in this lemma.

```lean
/-- If the inducing block is invertible and all columns of `K` are combinations of the inducing
columns, the Nyström approximation reproduces `K`. -/
theorem nystrom_eq_of_factor {n : Type*} (K : Matrix n n ℝ) (f : m → n)
    (h : IsUnit (K.submatrix f f).det) (C : Matrix m n ℝ)
    (hC : K = K.submatrix id f * C) : nystrom K f = K := by
  -- restrict the factorisation to the inducing rows
  have hr : K.submatrix f id = K.submatrix f f * C := by
    ext a j
    exact congrFun (congrFun hC (f a)) j
  have hcancel : (K.submatrix f f)⁻¹ * (K.submatrix f f * C) = C := by
    rw [← Matrix.mul_assoc, Matrix.nonsing_inv_mul _ h, Matrix.one_mul]
  unfold nystrom
  rw [hr, Matrix.mul_assoc, hcancel]
  exact hC.symm
```

## Exactness is a condition on the rank

One direction is now complete: rank $|m|$ gives the factorisation, and the factorisation gives exactness. For the other, suppose that the approximation equals $K$. Then $K$ is a product whose last factor $K_{mn}$ has only $|m|$ rows, so

$$\operatorname{rank} K \le \operatorname{rank} K_{mn} \le |m| .$$

The lower bound from the invertible block turns this into equality.

The theorem says that, for a real square matrix $K$ over finitely many environments with invertible inducing block, `nystrom K f = K` holds exactly when `K.rank = Fintype.card m`. Kernel matrices are symmetric and positive semidefinite, but neither property is assumed.

```lean
/-- For a real square matrix `K`, symmetric or not, with invertible inducing block, the Nyström
approximation equals `K` if and only if the rank of `K` is the number of inducing environments. -/
theorem nystrom_eq_iff_rank (K : Matrix n n ℝ) (f : m → n)
    (h : IsUnit (K.submatrix f f).det) :
    nystrom K f = K ↔ K.rank = Fintype.card m := by
  constructor
  · intro heq
    apply le_antisymm _ (card_le_rank_of_block K f f h)
    -- the approximation factors through the inducing rows
    calc K.rank = (nystrom K f).rank := by rw [heq]
      _ ≤ (K.submatrix f id).rank := Matrix.rank_mul_le_right _ _
      _ ≤ Fintype.card m := Matrix.rank_le_card_height _
  · intro hK
    obtain ⟨C, hC⟩ := exists_factor_of_rank K f h hK
    exact nystrom_eq_of_factor K f h C hC
```

The smallest case has no inducing environments. The determinant of an empty block is $1$, so the hypothesis holds, the approximation is the zero matrix, and the theorem reduces to the statement that $K = 0$ if and only if its rank is zero.

The same argument also works for a rectangular matrix $A$ with rows and columns selected independently: if $A_{rc}$ is invertible, the product of the selected columns, $A_{rc}^{-1}$ and the selected rows equals $A$ exactly when $\operatorname{rank} A = |m|$. Only the square version, with one map $f$ for both selections, is formalised here.

The criterion is one of exact arithmetic. It gives no error estimate for a matrix whose remaining eigenvalues are small but nonzero, and it concerns only the environments indexed by $n$.

## For a linear kernel, the inducing features must span

For $K = \Phi\Phi^{\mathsf T}$ the condition can be read from the descriptors. Let $\Phi_m$ be the matrix with rows $\Phi_{f(a)}$, so that $K_{mn} = \Phi_m\Phi^{\mathsf T}$.

Suppose first that the approximation is exact. In this direction let $C$ denote the $n \times m$ matrix $K_{nm}K_{mm}^{-1}$. Exactness reads $C\,\Phi_m\Phi^{\mathsf T} = \Phi\Phi^{\mathsf T}$. Define the residual features $R = \Phi - C\Phi_m$, the part of each descriptor that the inducing ones fail to reproduce. Then $R\Phi^{\mathsf T} = 0$. Keeping only the inducing columns gives $R\Phi_m^{\mathsf T} = 0$, and so

$$RR^{\mathsf T} = R\Phi^{\mathsf T} - R\Phi_m^{\mathsf T}C^{\mathsf T} = 0 .$$

The diagonal entries are $\sum_k R_{ik}^2 = 0$, so every $R_i$ vanishes and $\Phi_i = \sum_a C_{ia}\Phi_{f(a)}$. These steps are `h1` to `h4`.

Conversely, if every feature vector is in the span, then $\Phi = c\,\Phi_m$ for some $n \times m$ coefficient matrix $c$, and

$$K = \Phi\Phi^{\mathsf T} = \Phi\Phi_m^{\mathsf T}c^{\mathsf T} = K_{nm}c^{\mathsf T}.$$

This is a factorisation through the inducing columns, so the earlier lemma gives exactness.

In the formal statement, `Submodule.span ℝ (Set.range fun a => Φ (f a))` is the set of real linear combinations of the inducing feature vectors. The number of features is finite, while the set of environments may be infinite. This theorem covers a nonlinear kernel only if it is written as a linear kernel in finitely many explicit features; the rank criterion of the previous section has no such restriction.

```lean
/-- For a linear kernel with invertible inducing block, the Nyström approximation is exact if and
only if every feature vector lies in the span of the inducing feature vectors. -/
theorem nystrom_featureKernel_eq_iff_span {n : Type*} (Φ : Matrix n p ℝ) (f : m → n)
    (h : IsUnit ((featureKernel Φ).submatrix f f).det) :
    nystrom (featureKernel Φ) f = featureKernel Φ ↔
      ∀ i, Φ i ∈ Submodule.span ℝ (Set.range fun a => Φ (f a)) := by
  constructor
  · intro heq i
    have hmn : (featureKernel Φ).submatrix f id = Φ.submatrix f id * Φᵀ := by
      ext a j
      simp [featureKernel, Matrix.mul_apply]
    obtain ⟨C, hC⟩ : ∃ C : Matrix n m ℝ, C * (Φ.submatrix f id * Φᵀ) = Φ * Φᵀ := by
      refine ⟨(featureKernel Φ).submatrix id f * ((featureKernel Φ).submatrix f f)⁻¹, ?_⟩
      rw [← hmn]
      exact heq
    -- the residual features are orthogonal to all features, hence to themselves
    obtain ⟨R, hR⟩ : ∃ R : Matrix n p ℝ, R = Φ - C * Φ.submatrix f id := ⟨_, rfl⟩
    have h1 : R * Φᵀ = 0 := by
      rw [hR, Matrix.sub_mul, Matrix.mul_assoc, hC, sub_self]
    have h2 : R * (Φ.submatrix f id)ᵀ = 0 := by
      ext j a
      exact congrFun (congrFun h1 j) (f a)
    have h3 : R * Rᵀ = 0 := by
      have ht : Rᵀ = Φᵀ - (Φ.submatrix f id)ᵀ * Cᵀ := by
        rw [hR, Matrix.transpose_sub, Matrix.transpose_mul]
      rw [ht, Matrix.mul_sub, h1, ← Matrix.mul_assoc, h2, Matrix.zero_mul, sub_self]
    have h4 : R i = 0 :=
      dotProduct_self_eq_zero.1 (show R i ⬝ᵥ R i = 0 from congrFun (congrFun h3 i) i)
    refine (Submodule.mem_span_range_iff_exists_fun ℝ).2 ⟨C i, ?_⟩
    ext k
    have h5 : R i k = 0 := congrFun h4 k
    rw [hR, Matrix.sub_apply, Matrix.mul_apply] at h5
    simp only [Finset.sum_apply, Pi.smul_apply, smul_eq_mul]
    exact (sub_eq_zero.1 h5).symm
  · intro hspan
    choose c hc using fun i => (Submodule.mem_span_range_iff_exists_fun ℝ).1 (hspan i)
    have hΦ : Φ = Matrix.of c * Φ.submatrix f id := by
      ext i k
      have hik := congrFun (hc i) k
      simp only [Finset.sum_apply, Pi.smul_apply, smul_eq_mul] at hik
      exact hik.symm
    -- spanning features give a factorisation through the inducing columns
    have hfac : Φ * Φᵀ = Φ * (Φ.submatrix f id)ᵀ * (Matrix.of c)ᵀ := by
      rw [Matrix.mul_assoc, ← Matrix.transpose_mul, ← hΦ]
    exact nystrom_eq_of_factor _ f h (Matrix.of c)ᵀ hfac
```

For a potential fitted with a linear kernel on finitely many features, the Nyström approximation therefore leaves the kernel matrix unchanged when the inducing feature vectors form a basis of the span of all feature vectors, however many environments the training set holds.

## Three environments with two features

Take the feature vectors $\Phi_0 = (1,0)$, $\Phi_1 = (0,1)$ and $\Phi_2 = (1,1)$, numbered from zero as in Lean.

```lean
/-- Three environments described by two features, the third being the sum of the first two. -/
def threeEnvironments : Matrix (Fin 3) (Fin 2) ℝ :=
  !![1, 0; 0, 1; 1, 1]
```

The kernel matrix is

$$K = \begin{pmatrix} 1 & 0 & 1\\ 0 & 1 & 1\\ 1 & 1 & 2\end{pmatrix},$$

which has rank $2$. With environments $0$ and $1$ as the inducing set, $K_{mm}$ is the identity and $\Phi_m$ is too, so the approximation is $K_{nm}K_{mn} = \Phi\Phi^{\mathsf T} = K$.

With environment $0$ alone, $K_{mm} = (1)$ is still invertible, but the approximate entry for environment $1$ with itself is $K_{10}K_{01} = 0$, whereas $K_{11} = 1$. The inducing environment is orthogonal to environment $1$ and carries no information about it.

The theorem states all four facts: both blocks are invertible, the first approximation is exact, and the second is not. Its proof computes the entries directly: `h2` and `h1` identify the two blocks as identity matrices, and `e11` is the contradictory entry.

```lean
/-- For the three environments, the first two as inducing set have an invertible block and give
an exact approximation; the first alone has an invertible block but the approximation fails. -/
theorem threeEnvironments_witness :
    (IsUnit ((featureKernel threeEnvironments).submatrix
        (![0, 1] : Fin 2 → Fin 3) ![0, 1]).det ∧
      nystrom (featureKernel threeEnvironments) (![0, 1] : Fin 2 → Fin 3) =
        featureKernel threeEnvironments) ∧
    (IsUnit ((featureKernel threeEnvironments).submatrix
        (![0] : Fin 1 → Fin 3) ![0]).det ∧
      nystrom (featureKernel threeEnvironments) (![0] : Fin 1 → Fin 3) ≠
        featureKernel threeEnvironments) := by
  -- each kernel entry is a sum over the two features
  have hK : ∀ i j, featureKernel threeEnvironments i j =
      threeEnvironments i 0 * threeEnvironments j 0 +
        threeEnvironments i 1 * threeEnvironments j 1 := by
    intro i j
    simp only [featureKernel, Matrix.mul_apply, Matrix.transpose_apply, Fin.sum_univ_two]
  -- both inducing blocks are identity matrices
  have h2 : (featureKernel threeEnvironments).submatrix
      (![0, 1] : Fin 2 → Fin 3) ![0, 1] = 1 := by
    ext i j
    rw [Matrix.submatrix_apply, hK]
    fin_cases i <;> fin_cases j <;> norm_num [threeEnvironments]
  have h1 : (featureKernel threeEnvironments).submatrix
      (![0] : Fin 1 → Fin 3) ![0] = 1 := by
    ext i j
    rw [Matrix.submatrix_apply, hK]
    fin_cases i
    fin_cases j
    norm_num [threeEnvironments]
  refine ⟨⟨by rw [h2]; simp, ?_⟩, ⟨by rw [h1]; simp, ?_⟩⟩
  · simp only [nystrom, h2, inv_one, Matrix.mul_one]
    ext i j
    rw [Matrix.mul_apply, Fin.sum_univ_two]
    simp only [Matrix.submatrix_apply, id_eq, hK]
    fin_cases i <;> fin_cases j <;> norm_num [threeEnvironments]
  · intro e
    -- the second environment is invisible to the first
    have e11 := congrFun (congrFun e 1) 1
    simp only [nystrom, h1, inv_one, Matrix.mul_one] at e11
    rw [Matrix.mul_apply, Fin.sum_univ_one] at e11
    simp only [Matrix.submatrix_apply, id_eq, hK] at e11
    norm_num [threeEnvironments] at e11

end

end SparseGPNystrom
```

```lean
#print axioms SparseGPNystrom.nystrom_eq_iff_rank
#print axioms SparseGPNystrom.nystrom_featureKernel_eq_iff_span
```

```
'SparseGPNystrom.nystrom_eq_iff_rank' depends on axioms: [propext, Classical.choice, Quot.sound]
'SparseGPNystrom.nystrom_featureKernel_eq_iff_span' depends on axioms: [propext, Classical.choice, Quot.sound]
```
